# No linear potential makes a charge between the wells of $(q^2-1)^2$ a global minimizer

## Why does my charge jump past zero, however finely I tune the potential?

I keep refining a potential that can never give me the charge I want. My model energy is $E(q)=(q^2-1)^2$, with two stable charge states at $q=\pm1$, and I want the state at $q=0$. I add $Vq$, minimize over all $q$, and adjust $V$. For small positive $V$ the minimizer sits just below $-1$, for small negative $V$ just above $1$, and nothing in between ever appears. Maximizing the minimum over $V$ gives me $0$, although $E(0)=1$. Is my search too coarse, or is there no such $V$?

## The chord between the wells lies below the target

There is no such $V$, and the same holds for every target $q_0$ with $|q_0|<1$. Call $q_0$ reachable if some real $V$ satisfies

$$E(q_0)+Vq_0\le E(q)+Vq\quad\text{for all real }q.$$

Suppose $q_0=(1-t)a+tb$ is reachable, with $0\le t\le1$. Take the inequality at $q=a$ with weight $1-t$ and at $q=b$ with weight $t$, and add:

$$E(q_0)+Vq_0\le(1-t)E(a)+tE(b)+V\big((1-t)a+tb\big).$$

The last term is $Vq_0$ and cancels, so a reachable point lies on or below every chord that spans it. Now choose $a=-1$, $b=1$ and $t=(1+q_0)/2$. Both wells have energy zero, so $E(q_0)\le0$. But $E(q_0)=(1-q_0^2)^2>0$ when $|q_0|<1$, a contradiction.

When $|q_0|\ge1$, the potential that balances the slope works. With $V=-E'(q_0)=-4q_0(q_0^2-1)$,

$$E(q)-E(q_0)+V(q-q_0)=(q-q_0)^2\big[(q+q_0)^2+2(q_0^2-1)\big]\ge0.$$

For the max-min value, write the constrained energy as $E(q)+V(q-q_0)$. It has a minimum for every $V$. To see this, compare it with its value at $q=0$; the difference is

$$q^4-2q^2+Vq=q\,(q^3-2q+V).$$

If $q>2+|V|$, then $q^2>3$, so $q^3-2q\ge q>|V|$ and both factors are positive. If $q<-(2+|V|)$, then $q^3-2q\le q<-|V|$ and both are negative. The minimum over the compact interval $[-(2+|V|),\,2+|V|]$, which contains $0$, is therefore global.

Let $m$ be this minimum, and let $|q_0|<1$. The two wells give

$$m\le V(1-q_0),\qquad m\le V(-1-q_0).$$

Average with weights $(1+q_0)/2$ and $(1-q_0)/2$. The terms in $V$ cancel, leaving $m\le0$. At $V=0$ the energy is a square that vanishes at the wells, so $m=0$ is attained. The maximum over $V$ is $0$, strictly below $E(q_0)$; at your target the gap is $1$.

The condition $|q_0|<1$ matters for both parts of this last result. At $q_0=1$ the gap closes, because $E(1)=0$. At $q_0=2$ the maximum itself changes: $V=-24$ makes $q=2$ a global minimizer, with constrained energy $E(2)=9$.

For constrained electronic-structure calculations, this one-variable model shows how a scan of a linear potential with global minimization can miss a target charge at any resolution.

**What the formal statements say.** `doubleWell` is the energy, in dimensionless units, and the charge is a continuous real number measured from the midpoint of the two stable states. There are no electrons, orbitals or densities behind it; the energy curve is given. `Reachable E q₀` is the definition above, with the sign convention $+Vq$. It concerns global minimizers only: a local optimizer can stop at some charges between the wells, since for $1/\sqrt3<|q_0|<1$ the slope-balancing $V$ makes $q_0$ a local minimizer.

The set `constrainedMinima E q₀` collects the least values of $E(q)+V(q-q_0)$ as $V$ varies. `IsLeast` requires that the value is attained by some $q$, and `IsGreatest` that the maximum is attained by some $V$. By `minimum_attained`, every $V$ contributes a value for the double well.

`reachable_iff` says that $q_0$ is reachable exactly when $1\le|q_0|$, and `constraint_gap` gives the max-min value and the strict gap for $|q_0|<1$. `intermediate_charge_unreachable` answers your question at $q_0=0$, where $V(q-q_0)$ is just $Vq$.

In Lean 4 with Mathlib:

```lean
import Mathlib

open Set

namespace ConstrainedCharge

/-- The double-well energy `(q² - 1)²` as a function of the charge `q`. -/
def doubleWell (q : ℝ) : ℝ := (q ^ 2 - 1) ^ 2

/-- A charge `q₀` is reachable if some constraining potential `V` makes it a global
minimizer of `E q + V q`. -/
def Reachable (E : ℝ → ℝ) (q₀ : ℝ) : Prop :=
  ∃ V : ℝ, ∀ q : ℝ, E q₀ + V * q₀ ≤ E q + V * q

/-- The attained minima over `q` of `E q + V (q - q₀)`, collected over all
constraining potentials `V`. -/
def constrainedMinima (E : ℝ → ℝ) (q₀ : ℝ) : Set ℝ :=
  {m | ∃ V : ℝ, IsLeast (range fun q : ℝ => E q + V * (q - q₀)) m}

/-- For any energy function, the energy at a reachable charge lies on or below every chord
of the energy curve that spans this charge. -/
theorem chord_bound {E : ℝ → ℝ} {a b t : ℝ} (ht0 : 0 ≤ t) (ht1 : t ≤ 1)
    (h : Reachable E ((1 - t) * a + t * b)) :
    E ((1 - t) * a + t * b) ≤ (1 - t) * E a + t * E b := by
  obtain ⟨V, hV⟩ := h
  -- average the minimizer inequalities at the two ends of the chord
  have h1 := mul_le_mul_of_nonneg_left (hV a) (sub_nonneg.mpr ht1)
  have h2 := mul_le_mul_of_nonneg_left (hV b) ht0
  nlinarith [h1, h2]

/-- Strictly between the two wells the double-well energy is positive. -/
theorem doubleWell_pos {q₀ : ℝ} (h : |q₀| < 1) : 0 < doubleWell q₀ := by
  obtain ⟨hl, hr⟩ := abs_lt.mp h
  have h1 : 0 < (1 - q₀) * (1 + q₀) := mul_pos (by linarith) (by linarith)
  have h2 := mul_pos h1 h1
  unfold doubleWell
  nlinarith [h2]

/-- A constraining potential can reach a charge of the double well exactly when the charge
does not lie strictly between the two wells. -/
theorem reachable_iff (q₀ : ℝ) : Reachable doubleWell q₀ ↔ 1 ≤ |q₀| := by
  constructor
  · intro h
    by_contra hlt
    have habs : |q₀| < 1 := not_le.mp hlt
    obtain ⟨hl, hr⟩ := abs_lt.mp habs
    -- the chord joining the wells has height zero
    have e : (1 - (1 + q₀) / 2) * (-1) + (1 + q₀) / 2 * 1 = q₀ := by ring
    have hc := chord_bound (E := doubleWell) (a := -1) (b := 1) (t := (1 + q₀) / 2)
      (by linarith) (by linarith) (by rw [e]; exact h)
    rw [e] at hc
    have w1 : doubleWell (-1) = 0 := by norm_num [doubleWell]
    have w2 : doubleWell 1 = 0 := by norm_num [doubleWell]
    rw [w1, w2] at hc
    linarith [doubleWell_pos habs]
  · intro h
    have hs : 1 ≤ q₀ ^ 2 := by
      rw [← sq_abs]
      nlinarith
    -- the potential balances the slope of the energy at the target charge
    refine ⟨-(4 * q₀ * (q₀ ^ 2 - 1)), fun q => ?_⟩
    have hf : 0 ≤ (q + q₀) ^ 2 + 2 * (q₀ ^ 2 - 1) := by
      linarith [sq_nonneg (q + q₀)]
    have hp := mul_nonneg (sq_nonneg (q - q₀)) hf
    unfold doubleWell
    nlinarith [hp]

/-- For every constraining potential `V` and target charge `q₀`, the double-well energy
with the added term `V (q - q₀)` attains its minimum over `q`. -/
theorem minimum_attained (V q₀ : ℝ) :
    ∃ m, IsLeast (range fun q : ℝ => doubleWell q + V * (q - q₀)) m := by
  have hV := abs_nonneg V
  have hcont : Continuous fun q : ℝ => doubleWell q + V * (q - q₀) := by
    unfold doubleWell
    fun_prop
  have hzero : (0 : ℝ) ∈ Icc (-(2 + |V|)) (2 + |V|) :=
    ⟨by linarith, by linarith⟩
  obtain ⟨x, _, hx⟩ := isCompact_Icc.exists_isMinOn ⟨0, hzero⟩ hcont.continuousOn
  have hmin : ∀ y ∈ Icc (-(2 + |V|)) (2 + |V|),
      doubleWell x + V * (x - q₀) ≤ doubleWell y + V * (y - q₀) := fun y hy => hx hy
  refine ⟨doubleWell x + V * (x - q₀), ⟨x, rfl⟩, ?_⟩
  rintro _ ⟨q, rfl⟩
  change doubleWell x + V * (x - q₀) ≤ doubleWell q + V * (q - q₀)
  by_cases hq : q ∈ Icc (-(2 + |V|)) (2 + |V|)
  · exact hmin q hq
  · -- outside the interval the quartic growth lifts the energy above its value at zero
    have key : 0 ≤ q * (q ^ 3 - 2 * q + V) := by
      by_cases hl : -(2 + |V|) ≤ q
      · have hr : 2 + |V| < q := by
          by_contra hn
          exact hq ⟨hl, not_lt.mp hn⟩
        have h1 : 0 ≤ q * (q ^ 2 - 3) := mul_nonneg (by linarith) (by nlinarith)
        have h2 : 0 ≤ q ^ 3 - 2 * q + V := by nlinarith [h1, neg_abs_le V]
        exact mul_nonneg (by linarith) h2
      · have hl' : q < -(2 + |V|) := not_le.mp hl
        have h1 : 0 ≤ (-q) * (q ^ 2 - 3) := mul_nonneg (by linarith) (by nlinarith)
        have h2 : 0 ≤ -(q ^ 3 - 2 * q + V) := by nlinarith [h1, le_abs_self V]
        have h3 := mul_nonneg (show 0 ≤ -q by linarith) h2
        linarith [h3, neg_mul_neg q (q ^ 3 - 2 * q + V)]
    have h0 := hmin 0 hzero
    have hd : doubleWell 0 + V * (0 - q₀) ≤ doubleWell q + V * (q - q₀) := by
      unfold doubleWell
      nlinarith [key]
    exact h0.trans hd

/-- For a target charge strictly between the wells, the maximum over `V` of the minimum
over `q` of `E q + V (q - q₀)` is zero, strictly below the energy `E q₀`. -/
theorem constraint_gap {q₀ : ℝ} (h : |q₀| < 1) :
    IsGreatest (constrainedMinima doubleWell q₀) 0 ∧ 0 < doubleWell q₀ := by
  obtain ⟨hl, hr⟩ := abs_lt.mp h
  refine ⟨⟨⟨0, ⟨1, by norm_num [doubleWell]⟩, ?_⟩, ?_⟩, doubleWell_pos h⟩
  · -- without a potential the energy is a square
    rintro _ ⟨q, rfl⟩
    change 0 ≤ doubleWell q + 0 * (q - q₀)
    rw [zero_mul, add_zero]
    exact sq_nonneg _
  · rintro m ⟨V, _, hm⟩
    -- compare with both wells, weighted so that the mean charge is the target
    have h1 : m ≤ doubleWell 1 + V * (1 - q₀) := hm ⟨1, rfl⟩
    have h2 : m ≤ doubleWell (-1) + V * (-1 - q₀) := hm ⟨-1, rfl⟩
    have w1 : doubleWell 1 = 0 := by norm_num [doubleWell]
    have w2 : doubleWell (-1) = 0 := by norm_num [doubleWell]
    rw [w1] at h1
    rw [w2] at h2
    have h3 := mul_le_mul_of_nonneg_left h1 (show 0 ≤ 1 + q₀ by linarith)
    have h4 := mul_le_mul_of_nonneg_left h2 (show 0 ≤ 1 - q₀ by linarith)
    nlinarith [h3, h4]

/-- No potential `V` makes `q = 0` a global minimizer of `E q + V q` for the double well;
the maximum over `V` of the minimum over `q` is `0`, whereas `E 0 = 1`. -/
theorem intermediate_charge_unreachable :
    (¬ ∃ V : ℝ, ∀ q : ℝ, doubleWell 0 + V * 0 ≤ doubleWell q + V * q) ∧
    IsGreatest {m | ∃ V : ℝ, IsLeast (range fun q : ℝ => doubleWell q + V * q) m} 0 ∧
    doubleWell 0 = 1 := by
  have h : |(0 : ℝ)| < 1 := by norm_num
  refine ⟨fun hr => not_le_of_gt h ((reachable_iff 0).mp hr), ?_, by norm_num [doubleWell]⟩
  simpa only [constrainedMinima, sub_zero] using (constraint_gap h).1

end ConstrainedCharge
```

```lean
#print axioms ConstrainedCharge.minimum_attained
#print axioms ConstrainedCharge.intermediate_charge_unreachable
```

```
'ConstrainedCharge.minimum_attained' depends on axioms: [propext, Classical.choice, Quot.sound]
'ConstrainedCharge.intermediate_charge_unreachable' depends on axioms: [propext, Classical.choice, Quot.sound]
```

**How the steps appear in the code.** `chord_bound` multiplies the two minimizer inequalities by their weights, and `nlinarith` adds them and cancels the potential. It holds for any energy function. `doubleWell_pos` gets positivity by squaring $(1-q_0)(1+q_0)>0$.

In `reachable_iff`, the first direction applies the chord bound between the wells; the equation `e` confirms that the chosen weight gives $q_0$. The second direction supplies the slope-balancing potential. There `hf` is the nonnegative bracket and `hp` its product with $(q-q_0)^2$, from which `nlinarith` recovers the energy inequality.

`minimum_attained` takes a minimizer `x` on the compact interval from `isCompact_Icc.exists_isMinOn`. For $q$ outside, `key` is the sign of $q(q^3-2q+V)$, proved separately on the two sides, and the comparison passes through the value at zero.

`constraint_gap` first shows that $V=0$ attains the value $0$. For the upper bound, `h1` and `h2` are the inequalities at the wells, and `h3` and `h4` multiply them by $1+q_0$ and $1-q_0$, twice the weights used above. Their sum is $2m\le0$. The final theorem sets $q_0=0$ in these results and evaluates $E(0)=1$.
